# In a finite basis, a positive semidefinite matrix of trace 2 is the one-matrix of a two-fermion pure state exactly when every positive eigenvalue has even degeneracy

## Can the occupations 1, 0.6, 0.4 come from a pure state?

I write a two-fermion state in a finite orthonormal set of spin orbitals as $\Psi(i,j)=C_{ij}$, with $C^T=-C$ and $\operatorname{tr}CC^\dagger=1$. Its one-matrix is $g=2CC^\dagger$, so $\operatorname{tr}g=2$, and the eigenvalues of $g$ are the occupation numbers.

The ensemble of the determinants $|12\rangle$ and $|13\rangle$ with probabilities 0.6 and 0.4 has occupations 1, 0.6, 0.4. They lie between 0 and 1 and add up to 2. Yet I can't find a single wave function that has them. Am I missing one, or is there none?

## There is none: positive occupations come in equal pairs

Each of your three values occurs once, and in a pure state every positive value must occur an even number of times. Conversely, even degeneracies are sufficient.

**Reduction to diagonal form.** Write $g=UDU^\dagger$ with $U$ unitary and $D=\operatorname{diag}(d_i)$, $d_i\ge0$. Since $g-\mu 1=U(D-\mu 1)U^\dagger$, the eigenspace at $\mu$ has as many dimensions as there are orbitals with $d_i=\mu$. For unitary $V$, the matrix $C'=VCV^T$ is again antisymmetric, and because $V^T\overline V=(V^\dagger V)^T=1$,
$$2C'C'^\dagger=V(2CC^\dagger)V^\dagger .$$
Taking $V=U^\dagger$ makes the one-matrix diagonal, and $V=U$ rotates back.

**Even degeneracy is necessary.** Let $2CC^\dagger=D$. Transposing and using $C^T=-C$ gives $2C^\dagger C=D$. Hence $DC=2CC^\dagger C=CD$, that is, $(d_i-d_j)C_{ij}=0$: only orbitals of equal occupation are coupled. Let $B$ be the block of $C$ on the $m$ orbitals with $d_i=\mu>0$. Then $2BB^\dagger=\mu 1$, so $\det B\ne0$. But $\det B=\det B^T=(-1)^m\det B$, so $m$ is even.

**Even degeneracy is sufficient.** Match the orbitals of each positive occupation in pairs $i\leftrightarrow\sigma(i)$, with signs $s_{\sigma(i)}=-s_i=\pm1$. Set $C_{i\sigma(i)}=s_i\sqrt{d_i/2}$ and all other entries to zero. This $C$ is antisymmetric. Different rows have their nonzero entries in different columns, so $CC^\dagger$ is diagonal, with $2(CC^\dagger)_{ii}=d_i$. Rotating back gives $g$, and $\operatorname{tr}g=2$ gives $\operatorname{tr}CC^\dagger=1$.

**What the Lean theorem says.** In `pure_representable_iff`, the finite type `n` labels the spin orbitals (it is not an occupation number), and `Cᴴ` is $C^\dagger$. `IsPairAmplitude C` states antisymmetry and normalisation, and `oneMatrix C` is $2CC^\dagger$. `PosSemidef` includes Hermiticity. The condition runs over all real $\mu>0$; where $\mu$ is not an eigenvalue, the dimension is zero and so even. No upper bound of 1 is assumed. `occupations_representable_iff` is the version for a diagonal one-matrix; since a rotation of the orbitals makes any one-matrix diagonal, it settles your example.

The step left to physics is the identification of `oneMatrix C` with twice the partial trace of $|\Psi\rangle\langle\Psi|$ over one particle: the code takes the formula as a definition. For two electrons in a finite basis of spin orbitals, the criterion tells whether a trial one-matrix in density-matrix functional theory, with trace 2 and all eigenvalues between 0 and 1, belongs to a pure state or only to mixtures. With an eigenvalue above 1 it belongs to neither.

```lean
import Mathlib

open Matrix
open scoped ComplexOrder

namespace TwoFermionPureState

variable {n : Type*} [Fintype n] [DecidableEq n]

/-- The amplitude matrix of a normalised two-fermion pure state: antisymmetric, with
`trace (C Cᴴ) = 1`. -/
def IsPairAmplitude (C : Matrix n n ℂ) : Prop :=
  Cᵀ = -C ∧ (C * Cᴴ).trace = 1

/-- The matrix `2 C Cᴴ`. When `C` is the amplitude matrix of a normalised two-fermion pure state,
this is its one-particle density matrix. -/
def oneMatrix (C : Matrix n n ℂ) : Matrix n n ℂ := (2 : ℂ) • (C * Cᴴ)

/-- If a unitary `U` brings `g` to diagonal form with real entries `d`, the eigenspace of `g` at
a real number `μ` has as many dimensions as there are orbitals with `d i = μ`. -/
theorem finrank_eigenspace_eq_card {g U : Matrix n n ℂ} {d : n → ℝ} (hU : U * Uᴴ = 1)
    (hg : g = U * diagonal (fun i => (d i : ℂ)) * Uᴴ) (μ : ℝ) :
    Module.finrank ℂ (Module.End.eigenspace (Matrix.toLin' g) (μ : ℂ))
      = Fintype.card {i // d i = μ} := by
  have hker : Module.End.eigenspace (Matrix.toLin' g) (μ : ℂ)
      = LinearMap.ker (Matrix.mulVecLin (g - (μ : ℂ) • (1 : Matrix n n ℂ))) := by
    ext x
    rw [Module.End.mem_eigenspace_iff, LinearMap.mem_ker, Matrix.mulVecLin_apply,
      Matrix.sub_mulVec, Matrix.smul_mulVec, Matrix.one_mulVec, sub_eq_zero,
      Matrix.toLin'_apply]
  have hdiag : diagonal (fun i => (d i : ℂ) - μ)
      = diagonal (fun i => (d i : ℂ)) - (μ : ℂ) • (1 : Matrix n n ℂ) := by
    ext i j
    by_cases h : i = j
    · subst h; simp
    · simp [h]
  have hfac : g - (μ : ℂ) • (1 : Matrix n n ℂ)
      = U * diagonal (fun i => (d i : ℂ) - μ) * Uᴴ := by
    rw [hdiag, mul_sub, sub_mul, Matrix.mul_smul, mul_one, Matrix.smul_mul, hU, hg]
  -- the rank counts the orbitals whose occupation differs from `μ`
  have hr : (g - (μ : ℂ) • (1 : Matrix n n ℂ)).rank = Fintype.card {i // ¬ d i = μ} := by
    rw [hfac, Matrix.rank_mul_eq_left_of_isUnit_det _ _
        (Matrix.isUnit_det_of_right_inverse (mul_eq_one_comm.1 hU)),
      Matrix.rank_mul_eq_right_of_isUnit_det _ _ (Matrix.isUnit_det_of_right_inverse hU),
      Matrix.rank_diagonal]
    exact Fintype.card_congr (Equiv.subtypeEquivRight fun i => by simp [sub_eq_zero])
  have hrn := LinearMap.finrank_range_add_finrank_ker
    (Matrix.mulVecLin (g - (μ : ℂ) • (1 : Matrix n n ℂ)))
  rw [Module.finrank_fintype_fun_eq_card, ← hker] at hrn
  unfold Matrix.rank at hr
  have h1 := Fintype.card_subtype_compl (fun i => d i = μ)
  have h2 := Fintype.card_subtype_le (fun i => d i = μ)
  omega

/-- A unitary change `V` of the orbitals keeps the amplitude antisymmetric and turns the
one-matrix `g` into `V g Vᴴ`. -/
theorem orbital_rotation {C V : Matrix n n ℂ} (hV : Vᴴ * V = 1) (hC : Cᵀ = -C) :
    (V * C * Vᵀ)ᵀ = -(V * C * Vᵀ) ∧ oneMatrix (V * C * Vᵀ) = V * oneMatrix C * Vᴴ := by
  constructor
  · rw [transpose_mul, transpose_mul, transpose_transpose, hC]
    noncomm_ring
  · have h : Vᵀ * Vᵀᴴ = 1 := by
      have h' : Vᵀᴴ = Vᴴᵀ := by ext i j; rfl
      rw [h', ← transpose_mul, hV, transpose_one]
    have h2 : V * C * Vᵀ * (V * C * Vᵀ)ᴴ = V * (C * Cᴴ) * Vᴴ := by
      rw [conjTranspose_mul, conjTranspose_mul]
      calc V * C * Vᵀ * (Vᵀᴴ * (Cᴴ * Vᴴ)) = V * C * (Vᵀ * Vᵀᴴ) * Cᴴ * Vᴴ := by
            simp only [mul_assoc]
        _ = V * (C * Cᴴ) * Vᴴ := by rw [h, mul_one]; simp only [mul_assoc]
    rw [oneMatrix, oneMatrix, h2, Matrix.mul_smul, Matrix.smul_mul]

/-- If an antisymmetric amplitude has a diagonal one-matrix, every positive occupation number is
shared by an even number of orbitals. -/
theorem even_card_of_diagonal {C : Matrix n n ℂ} {d : n → ℝ} (hC : Cᵀ = -C)
    (h : oneMatrix C = diagonal (fun i => (d i : ℂ))) {μ : ℝ} (hμ : 0 < μ) :
    Even (Fintype.card {i // d i = μ}) := by
  have hanti : ∀ i j, C j i = -C i j := fun i j => congrFun (congrFun hC i) j
  have h' : (2 : ℂ) • (Cᴴ * C) = diagonal (fun i => (d i : ℂ)) := by
    have ht := congrArg Matrix.transpose h
    rw [diagonal_transpose] at ht
    rw [← ht]
    ext i j
    simp only [oneMatrix, transpose_apply, Matrix.smul_apply, mul_apply, conjTranspose_apply]
    congr 1
    refine Finset.sum_congr rfl fun k _ => ?_
    rw [hanti i k, hanti j k, star_neg]
    ring
  -- the amplitude commutes with the one-matrix, so it only couples equal occupations
  have hcomm : diagonal (fun i => (d i : ℂ)) * C = C * diagonal (fun i => (d i : ℂ)) := by
    calc _ = (2 : ℂ) • (C * Cᴴ) * C := by rw [← h, oneMatrix]
      _ = C * ((2 : ℂ) • (Cᴴ * C)) := by rw [Matrix.smul_mul, Matrix.mul_smul, mul_assoc]
      _ = _ := by rw [h']
  have hz : ∀ i j, d i ≠ d j → C i j = 0 := by
    intro i j hij
    have h1 := congrFun (congrFun hcomm i) j
    rw [diagonal_mul, mul_diagonal] at h1
    have h2 : ((d i : ℂ) - d j) * C i j = 0 := by linear_combination h1
    refine (mul_eq_zero.1 h2).resolve_left fun h3 => hij ?_
    exact_mod_cast sub_eq_zero.1 h3
  obtain ⟨B, hBC⟩ : ∃ B : Matrix {i // d i = μ} {i // d i = μ} ℂ,
      ∀ i j, B i j = C i.1 j.1 := ⟨Matrix.of fun i j => C i.1 j.1, fun _ _ => rfl⟩
  have hB : (2 : ℂ) • (B * Bᴴ) = (μ : ℂ) • 1 := by
    ext i j
    have h1 := congrFun (congrFun h i.1) j.1
    simp only [oneMatrix, Matrix.smul_apply, mul_apply, conjTranspose_apply, smul_eq_mul,
      diagonal_apply] at h1
    have h2 : ∑ k : {k // ¬ d k = μ}, C i.1 k.1 * star (C j.1 k.1) = 0 :=
      Finset.sum_eq_zero fun k _ => by
        rw [hz i.1 k.1 (by rw [i.2]; exact fun h => k.2 h.symm), zero_mul]
    have h3 := Fintype.sum_subtype_add_sum_subtype (fun k => d k = μ)
      (fun k => C i.1 k * star (C j.1 k))
    rw [h2, add_zero] at h3
    simp only [Matrix.smul_apply, mul_apply, conjTranspose_apply, smul_eq_mul, hBC, one_apply]
    rw [h3, h1]
    by_cases hij : i = j
    · rw [if_pos hij, if_pos (congrArg Subtype.val hij), i.2, mul_one]
    · rw [if_neg hij, if_neg (fun h => hij (Subtype.ext h)), mul_zero]
  -- an invertible antisymmetric block has even size
  have hdet : B.det ≠ 0 := by
    intro h0
    have h1 := congrArg Matrix.det hB
    rw [det_smul, det_mul, h0, zero_mul, mul_zero, det_smul, det_one, mul_one] at h1
    exact pow_ne_zero _ (by exact_mod_cast hμ.ne') h1.symm
  by_contra hodd
  have ht : Bᵀ = -B := by
    ext i j
    rw [transpose_apply, Matrix.neg_apply, hBC, hBC, hanti]
  have h1 := congrArg Matrix.det ht
  rw [det_transpose, det_neg, (Nat.not_even_iff_odd.1 hodd).neg_one_pow] at h1
  exact hdet (by linear_combination h1 / 2)

omit [DecidableEq n] in
/-- If every positive value of the nonnegative occupations `d` occurs an even number of times,
there is an involution `σ` of the orbitals that preserves `d`, with factors `s` that change sign
under `σ` and square to one on occupied orbitals. -/
theorem exists_pairing {d : n → ℝ} (hd : ∀ i, 0 ≤ d i)
    (h : ∀ μ : ℝ, 0 < μ → Even (Fintype.card {i // d i = μ})) :
    ∃ (σ : n → n) (s : n → ℝ), ∀ i,
      d (σ i) = d i ∧ σ (σ i) = i ∧ s (σ i) = -s i ∧ d i * s i ^ 2 = d i := by
  have key : ∀ μ : ℝ, ∃ (σ : n → n) (s : n → ℝ), ∀ i, d i = μ →
      d (σ i) = μ ∧ σ (σ i) = i ∧ s (σ i) = -s i ∧ μ * s i ^ 2 = μ := by
    intro μ
    rcases lt_or_ge 0 μ with hμ | hμ
    · obtain ⟨k, hk⟩ := h μ hμ
      -- split the degenerate orbitals into `k` pairs
      have e : {i // d i = μ} ≃ Fin k × Bool := Fintype.equivOfCardEq (by
        rw [hk, Fintype.card_prod, Fintype.card_fin, Fintype.card_bool]; omega)
      have hp : ∀ x, d (e.symm x).1 = μ := fun x => (e.symm x).2
      refine ⟨fun i => if h : d i = μ then (e.symm ((e ⟨i, h⟩).1, !(e ⟨i, h⟩).2)).1 else i,
        fun i => if h : d i = μ then (if (e ⟨i, h⟩).2 then 1 else -1) else 0,
        fun i hi => ⟨?_, ?_, ?_, ?_⟩⟩
      · simp [hi, hp]
      · simp [hi, hp]
      · cases hb : (e ⟨i, hi⟩).2 <;> simp [hi, hp, hb]
      · cases hb : (e ⟨i, hi⟩).2 <;> simp [hi, hb]
    · refine ⟨id, fun _ => 0, fun i hi => ⟨hi, rfl, by simp, ?_⟩⟩
      have h0 : μ = 0 := le_antisymm hμ (hi ▸ hd i)
      simp [h0]
  choose σ s hσ using key
  refine ⟨fun i => σ (d i) i, fun i => s (d i) i, fun i => ?_⟩
  obtain ⟨h1, h2, h3, h4⟩ := hσ (d i) i rfl
  refine ⟨h1, ?_, ?_, h4⟩
  · show σ (d (σ (d i) i)) (σ (d i) i) = i
    rw [h1]; exact h2
  · show s (d (σ (d i) i)) (σ (d i) i) = -s (d i) i
    rw [h1]; exact h3

/-- Nonnegative occupations whose positive values each occur an even number of times form the
diagonal one-matrix of an antisymmetric amplitude. -/
theorem exists_amplitude_of_even {d : n → ℝ} (hd : ∀ i, 0 ≤ d i)
    (h : ∀ μ : ℝ, 0 < μ → Even (Fintype.card {i // d i = μ})) :
    ∃ C : Matrix n n ℂ, Cᵀ = -C ∧ oneMatrix C = diagonal (fun i => (d i : ℂ)) := by
  obtain ⟨σ, s, hσ⟩ := exists_pairing hd h
  refine ⟨Matrix.of fun i j => if j = σ i then ((s i * Real.sqrt (d i / 2) : ℝ) : ℂ) else 0,
    ?_, ?_⟩
  · ext i j
    simp only [transpose_apply, of_apply, Matrix.neg_apply]
    by_cases hj : j = σ i
    · subst hj
      obtain ⟨h1, h2, h3, -⟩ := hσ i
      rw [if_pos h2.symm, if_pos rfl, h3, h1]
      push_cast
      ring
    · rw [if_neg hj, if_neg (fun h' => hj (by rw [h', (hσ j).2.1])), neg_zero]
  · ext i k
    simp only [oneMatrix, Matrix.smul_apply, mul_apply, conjTranspose_apply, of_apply,
      smul_eq_mul, diagonal_apply]
    -- orbital `i` is coupled to its partner `σ i` only
    rw [Finset.sum_eq_single (σ i) (fun j _ hj => by rw [if_neg hj, zero_mul])
      (fun hn => absurd (Finset.mem_univ _) hn)]
    by_cases hik : i = k
    · subst hik
      simp only [↓reduceIte, Complex.star_def, Complex.conj_ofReal]
      have hs := Real.mul_self_sqrt (div_nonneg (hd i) (zero_le_two (α := ℝ)))
      have hreal : 2 * ((s i * Real.sqrt (d i / 2)) * (s i * Real.sqrt (d i / 2))) = d i := by
        linear_combination 2 * s i ^ 2 * hs + (hσ i).2.2.2
      exact_mod_cast hreal
    · have hne : σ i ≠ σ k := fun h' => hik (by rw [← (hσ i).2.1, h', (hσ k).2.1])
      rw [if_neg hne, if_neg hik, star_zero, mul_zero, mul_zero]

/-- Pure-state representability for two fermions: a positive semidefinite `g` with trace 2 is the
one-matrix of a normalised two-fermion pure state if and only if the eigenspace of every positive
eigenvalue of `g` has even dimension. -/
theorem pure_representable_iff {g : Matrix n n ℂ} (hg : g.PosSemidef) (htr : g.trace = 2) :
    (∃ C, IsPairAmplitude C ∧ oneMatrix C = g) ↔
      ∀ μ : ℝ, 0 < μ →
        Even (Module.finrank ℂ (Module.End.eigenspace (Matrix.toLin' g) (μ : ℂ))) := by
  -- natural orbitals and occupation numbers
  obtain ⟨U, d, hU, hd, hgU⟩ : ∃ (U : Matrix n n ℂ) (d : n → ℝ), U * Uᴴ = 1 ∧
      (∀ i, 0 ≤ d i) ∧ g = U * diagonal (fun i => (d i : ℂ)) * Uᴴ := by
    have hs := hg.isHermitian.spectral_theorem
    rw [Unitary.conjStarAlgAut_apply] at hs
    exact ⟨hg.isHermitian.eigenvectorUnitary, hg.isHermitian.eigenvalues,
      Matrix.mem_unitaryGroup_iff.1 hg.isHermitian.eigenvectorUnitary.2,
      hg.eigenvalues_nonneg, hs⟩
  have hU' : Uᴴ * U = 1 := mul_eq_one_comm.1 hU
  have key := finrank_eigenspace_eq_card hU hgU
  constructor
  · rintro ⟨C, ⟨hC, -⟩, hCg⟩ μ hμ
    rw [key]
    obtain ⟨ha, hb⟩ := orbital_rotation (V := Uᴴ) (by rwa [conjTranspose_conjTranspose]) hC
    refine even_card_of_diagonal ha ?_ hμ
    rw [hb, hCg, hgU, conjTranspose_conjTranspose]
    calc Uᴴ * (U * diagonal (fun i => (d i : ℂ)) * Uᴴ) * U
        = (Uᴴ * U) * diagonal (fun i => (d i : ℂ)) * (Uᴴ * U) := by simp only [mul_assoc]
      _ = _ := by rw [hU', one_mul, mul_one]
  · intro h
    obtain ⟨C, hC, hCd⟩ := exists_amplitude_of_even hd
      (fun μ hμ => by rw [← key]; exact h μ hμ)
    obtain ⟨ha, hb⟩ := orbital_rotation hU' hC
    have hfin : oneMatrix (U * C * Uᵀ) = g := by rw [hb, hCd, ← hgU]
    refine ⟨U * C * Uᵀ, ⟨ha, ?_⟩, hfin⟩
    -- trace 2 of the one-matrix is the normalisation of the state
    have ht := congrArg Matrix.trace hfin
    rw [oneMatrix, trace_smul, htr, smul_eq_mul] at ht
    linear_combination ht / 2

/-- Nonnegative occupation numbers with sum 2 are those of a two-fermion pure state with diagonal
one-matrix if and only if each positive value occurs an even number of times. -/
theorem occupations_representable_iff {d : n → ℝ} (hd : ∀ i, 0 ≤ d i) (hsum : ∑ i, d i = 2) :
    (∃ C, IsPairAmplitude C ∧ oneMatrix C = diagonal (fun i => (d i : ℂ))) ↔
      ∀ μ : ℝ, 0 < μ → Even (Fintype.card {i // d i = μ}) := by
  have key := finrank_eigenspace_eq_card (g := diagonal (fun i => (d i : ℂ))) (U := 1) (d := d)
    (by simp) (by simp)
  rw [pure_representable_iff
    (Matrix.posSemidef_diagonal_iff.2 fun i => Complex.zero_le_real.2 (hd i))
    (by rw [trace_diagonal]; exact_mod_cast hsum)]
  simp only [key]

end TwoFermionPureState
```

```lean
#print axioms TwoFermionPureState.pure_representable_iff
-- 'TwoFermionPureState.pure_representable_iff' depends on axioms: [propext, Classical.choice, Quot.sound]
#print axioms TwoFermionPureState.occupations_representable_iff
-- 'TwoFermionPureState.occupations_representable_iff' depends on axioms: [propext, Classical.choice, Quot.sound]
```

**How the lemmas divide the work.**

- `finrank_eigenspace_eq_card` finds the rank of $g-\mu1$ from its diagonal form and gets the eigenspace dimension by rank–nullity.
- `orbital_rotation` is the calculation with $V$.
- `even_card_of_diagonal` proves necessity: `h'` is the transposed equation, `hcomm` and `hz` give the block structure, and `hB` and `hdet` make the block invertible. An odd size then contradicts the determinant identity.
- `exists_pairing` identifies each degenerate level with `Fin k × Bool`; flipping the Boolean gives the partner, and its value gives the sign. Empty orbitals are their own partners, with factor 0.
- `exists_amplitude_of_even` builds $C$; `Finset.sum_eq_single` keeps the only term of each sum that can be nonzero.

The main theorem takes $U$ and $d$ from the spectral theorem and applies the rotation in each direction. The version for occupations is the case $U=1$.

**Two bosons.** With a symmetric amplitude the parity restriction disappears: $C=U\sqrt{D/2}\,U^T$ is symmetric, and the same rotation argument gives $2CC^\dagger=g$ for every positive semidefinite $g$ of trace 2. This remark rests on the calculation just given, not on the code.
